# For $M^3=M$, weighting by the auxiliary spin inserts $\tanh(l)\,M$

The physical moment of a lattice site is represented here by a complex square matrix $M$ with $M^3=M$. A physical moment is also Hermitian, but the algebra below does not use this. The difference of two commuting occupation operators has this property. An auxiliary spin $s=\pm1$ couples to $M$ through $e^{lsM}$, with real $l>0$ fixed by $\cosh l=e^{u/2}$. This condition gives states of moment $\pm1$ the correct weight relative to those of moment $0$. For a Hubbard repulsion $U$ and imaginary-time step $\Delta\tau$, $u=\Delta\tau\,U$. The claim is

$$\sum_s s\,e^{lsM}=\tanh(l)\,M\sum_s e^{lsM},\qquad \tanh^2 l=1-e^{-u}.$$

## From the cubic relation to the spin sums

For commuting idempotents $a,b$, expansion gives $(a-b)^2=a+b-2ab$. Multiplying by $a-b$ gives
$$a-ab+ab-b-2ab+2ab=a-b,$$
so $M=a-b$ satisfies $M^3=M$. Moreover, $e^{uM^2/2}=e^{u(a+b)/2}e^{-uab}$, which is the Hubbard interaction factor times a one-body factor.

For general $M$ with $M^3=M$, put
$$P=\tfrac12(M^2+M),\quad Q=\tfrac12(M^2-M),\quad R=1-M^2.$$
Then $P+Q+R=1$, $PM=P$, $QM=-Q$ and $RM=0$. Hence $(tM)^k=t^kP+(-t)^kQ+0^kR$ for real $t$ and $k\ge0$, with $0^0=1$. Summing the exponential series,
$$e^{tM}=e^tP+e^{-t}Q+R=1+\sinh(t)M+(\cosh t-1)M^2.$$

Adding the terms $t=\pm l$ gives $2[1+(\cosh l-1)M^2]$. Since $M^2$ is idempotent, $e^{uM^2/2}=1+(e^{u/2}-1)M^2$, so
$$\sum_s e^{lsM}=2e^{uM^2/2}.$$
The weighted sum is $2\sinh(l)M$, while $M\sum_s e^{lsM}=2[M+(\cosh l-1)M^3]=2\cosh(l)M$. The coefficients of $M$ have ratio $\tanh l$, and $\tanh^2l=1-1/\cosh^2l=1-e^{-u}$.

The cubic relation matters. For the $1\times1$ matrix $M=2$, the claim would require $\tanh 2l=2\tanh l$, but $\tanh2l=2\tanh l/(1+\tanh^2l)$ is smaller for every $l>0$.

## Spins, slices and occupations in Lean

Matrices are indexed by a finite type `n`, which for the Hubbard model labels many-particle basis states, not single-particle orbitals.

```lean
import Mathlib

open Matrix

namespace AuxiliarySpinMoment

noncomputable section

variable {n : Type*} [Fintype n] [DecidableEq n]
```

The spin values are real numbers, so they can serve directly as weights.

```lean
/-- The two values 1 and -1 of an auxiliary Ising spin. -/
def spins : Finset ℝ := {1, -1}
```

`slice l M s` is $e^{lsM}$.

```lean
/-- The factor exp(l s M) that couples an auxiliary spin s to the moment M. -/
def slice (l : ℝ) (M : Matrix n n ℂ) (s : ℝ) : Matrix n n ℂ :=
  NormedSpace.exp ((l * s) • M)
```

For $u\ge0$, `coupling` solves $\cosh l=e^{u/2}$ explicitly.

```lean
/-- The coupling l as an explicit function of the interaction strength u. -/
def coupling (u : ℝ) : ℝ := Real.log (Real.exp (u / 2) + √(Real.exp u - 1))
```

The two occupations act on the four states of one site.

```lean
/-- Occupation of the spin-up orbital in the states empty, up, down, doubly occupied. -/
def upOccupation : Matrix (Fin 4) (Fin 4) ℂ := diagonal ![0, 1, 0, 1]

/-- Occupation of the spin-down orbital in the states empty, up, down, doubly occupied. -/
def downOccupation : Matrix (Fin 4) (Fin 4) ℂ := diagonal ![0, 0, 1, 1]
```

The next lemma writes a spin sum as two terms.

```lean
/-- A sum over the auxiliary spin has two terms. -/
lemma sum_spins {E : Type*} [AddCommMonoid E] (f : ℝ → E) :
    ∑ s ∈ spins, f s = f 1 + f (-1) := by
  unfold spins
  exact Finset.sum_pair (by norm_num)
```

The algebra of $a-b$ follows the expansion above; `e1` and `e2` reduce $aba$ and $abb$ to $ab$.

```lean
/-- For commuting idempotent occupations a and b, the moment a - b has square
a + b - 2ab and equals its own cube. -/
theorem moment_of_occupations {a b : Matrix n n ℂ} (ha : a * a = a) (hb : b * b = b)
    (hab : a * b = b * a) :
    (a - b) * (a - b) = a + b - (2 : ℝ) • (a * b) ∧ (a - b) ^ 3 = a - b := by
  have h1 : (a - b) * (a - b) = a + b - (2 : ℝ) • (a * b) := by
    rw [show (a - b) * (a - b) = a * a - a * b - b * a + b * b by noncomm_ring,
      ha, hb, ← hab]
    module
  have e1 : a * b * a = a * b := by rw [mul_assoc, ← hab, ← mul_assoc, ha]
  have e2 : a * b * b = a * b := by rw [mul_assoc, hb]
  refine ⟨h1, ?_⟩
  rw [pow_succ, pow_two, h1]
  simp only [sub_mul, add_mul, mul_sub, smul_mul_assoc, ha, hb, e1, e2, ← hab]
  module
```

The single-site occupations satisfy the assumptions, as an entry-by-entry check shows.

```lean
/-- The occupations of a single site are commuting idempotents, and their difference is
the diagonal matrix with entries 0, 1, -1, 0. -/
theorem moment_of_occupations_witness :
    upOccupation * upOccupation = upOccupation ∧
    downOccupation * downOccupation = downOccupation ∧
    upOccupation * downOccupation = downOccupation * upOccupation ∧
    upOccupation - downOccupation = diagonal ![0, 1, -1, 0] := by
  refine ⟨?_, ?_, ?_, ?_⟩ <;> ext i j <;> fin_cases i <;> fin_cases j <;>
    simp [upOccupation, downOccupation]
```

## The exponential and the two sums

Induction on $k$ proves `hpow`, the formula for $(tM)^k$. `hsum` adds the three scalar exponential series, and `module` compares coefficients after $P,Q,R$ are replaced by their definitions.

```lean
/-- The exponential of a moment with M³ = M is a quadratic polynomial in M. -/
theorem exp_smul_moment {M : Matrix n n ℂ} (hM : M ^ 3 = M) (t : ℝ) :
    NormedSpace.exp (t • M) =
      1 + Real.sinh t • M + (Real.cosh t - 1) • (M * M) := by
  have h3 : M * M * M = M := by rw [← pow_two, ← pow_succ]; exact hM
  -- split the identity into the parts on which M acts as 1, -1 and 0
  obtain ⟨P, hP⟩ : ∃ P, P = (1 / 2 : ℝ) • (M * M + M) := ⟨_, rfl⟩
  obtain ⟨Q, hQ⟩ : ∃ Q, Q = (1 / 2 : ℝ) • (M * M - M) := ⟨_, rfl⟩
  obtain ⟨R, hR⟩ : ∃ R, R = 1 - M * M := ⟨_, rfl⟩
  have hPM : P * M = P := by
    rw [hP, smul_mul_assoc, add_mul, h3]; module
  have hQM : Q * M = -Q := by
    rw [hQ, smul_mul_assoc, sub_mul, h3]; module
  have hRM : R * M = 0 := by
    rw [hR, sub_mul, one_mul, h3, sub_self]
  have hpow : ∀ k : ℕ, (t • M) ^ k = t ^ k • P + (-t) ^ k • Q + (0 : ℝ) ^ k • R := by
    intro k
    induction k with
    | zero =>
      simp only [pow_zero, one_smul]
      rw [hP, hQ, hR]
      module
    | succ k ih =>
      have h0 : (0 : ℝ) ^ (k + 1) = 0 := by simp
      rw [pow_succ, ih, h0]
      simp only [add_mul, smul_mul_assoc, mul_smul_comm, hPM, hQM, hRM, smul_zero]
      module
  have hs : ∀ x : ℝ, HasSum (fun k : ℕ => ((k.factorial : ℝ)⁻¹) * x ^ k) (Real.exp x) := by
    intro x
    rw [Real.exp_eq_exp_ℝ]
    simpa only [smul_eq_mul] using NormedSpace.exp_series_hasSum_exp' (𝕂 := ℝ) x
  -- sum the exponential series on each part
  have hsum := (((hs t).smul_const P).add ((hs (-t)).smul_const Q)).add
    ((hs 0).smul_const R)
  have hexp : NormedSpace.exp (t • M) =
      Real.exp t • P + Real.exp (-t) • Q + Real.exp 0 • R := by
    rw [NormedSpace.exp_eq_tsum ℝ]
    refine (tsum_congr fun k => ?_).trans hsum.tsum_eq
    simp only [hpow k, smul_add, smul_smul]
  rw [hexp, hP, hQ, hR, Real.exp_zero, Real.sinh_eq, Real.cosh_eq]
  module
```

The transformation applies this formula to both $M$ and $M^2$; `h6` supplies the cubic relation for the latter. It needs the condition $\cosh l=e^{u/2}$, but not the sign of $l$.

```lean
/-- Discrete Hubbard-Stratonovich transformation: the sum over the auxiliary spin is twice the
exponential of u/2 times the squared moment. -/
theorem hubbard_stratonovich {M : Matrix n n ℂ} (hM : M ^ 3 = M) {u l : ℝ}
    (h : Real.cosh l = Real.exp (u / 2)) :
    ∑ s ∈ spins, slice l M s = (2 : ℝ) • NormedSpace.exp ((u / 2) • (M * M)) := by
  have h3 : M * M * M = M := by rw [← pow_two, ← pow_succ]; exact hM
  have h4 : M * M * (M * M) = M * M := by rw [← mul_assoc, h3]
  have h6 : (M * M) ^ 3 = M * M := by rw [pow_succ, pow_two, h4, h4]
  have hx : Real.cosh l = Real.sinh (u / 2) + Real.cosh (u / 2) := by
    rw [h, Real.sinh_add_cosh]
  rw [exp_smul_moment h6, h4]
  simp only [sum_spins, slice, exp_smul_moment hM, mul_one, mul_neg, Real.sinh_neg,
    Real.cosh_neg]
  rw [hx]
  module
```

The main theorem assumes `0 < l` and the cosh condition, which together force $u>0$. Its three parts are the matrix identity, the positivity of $\tanh l$ and the value of its square.

```lean
/-- Weighting by the auxiliary spin inserts tanh(l) times the physical moment, where
tanh(l) is positive and its square is 1 - exp(-u). -/
theorem auxiliary_spin_moment {M : Matrix n n ℂ} (hM : M ^ 3 = M) {u l : ℝ} (hl : 0 < l)
    (h : Real.cosh l = Real.exp (u / 2)) :
    ∑ s ∈ spins, s • slice l M s = Real.tanh l • (M * ∑ s ∈ spins, slice l M s) ∧
    0 < Real.tanh l ∧ Real.tanh l ^ 2 = 1 - Real.exp (-u) := by
  have h3 : M * M * M = M := by rw [← pow_two, ← pow_succ]; exact hM
  have hc0 : Real.cosh l ≠ 0 := (Real.cosh_pos l).ne'
  refine ⟨?_, ?_, ?_⟩
  · have hs : Real.sinh l = Real.tanh l * Real.cosh l := by
      rw [Real.tanh_eq_sinh_div_cosh, div_mul_cancel₀ _ hc0]
    simp only [sum_spins, slice, exp_smul_moment hM, mul_one, mul_neg, Real.sinh_neg,
      Real.cosh_neg, mul_add, mul_smul_comm, ← mul_assoc, h3]
    rw [hs]
    module
  · rw [Real.tanh_eq_sinh_div_cosh]
    exact div_pos (Real.sinh_pos_iff.2 hl) (Real.cosh_pos l)
  · have hc : Real.cosh l ^ 2 = Real.exp u := by
      rw [h, pow_two, ← Real.exp_add, add_halves]
    rw [Real.tanh_eq_sinh_div_cosh, div_pow, Real.sinh_sq, hc, Real.exp_neg, sub_div,
      div_self (Real.exp_ne_zero u), one_div]
```

## Correlations from two auxiliary spins

Let $N$ be a second moment with $N^3=N$, and let $A,B$ be arbitrary matrices standing for the remaining factors of an operator product. For $K=M,N$, the two preceding theorems give
$$e^{lK}-e^{-lK}=2\tanh(l)\,K e^{uK^2/2}.$$
Inserting both differences in the trace produces the factor $4\tanh^2l=4(1-e^{-u})$, which is then divided out. In the proof, `hd` is this difference formula, `key` factors the double spin sum, and `hscale` extracts the scalar.

In auxiliary-field Monte Carlo for finite lattices, this relates moment correlations at separate interaction factors to auxiliary-spin correlations. The traces are unnormalised: an expectation value also requires division by the partition function, which is $\operatorname{tr}(A e^{uM^2/2}B e^{uN^2/2})$ when $A$ and $B$ supply all the remaining factors. By the transformation above, this is one quarter of the double spin sum without the weight $ss'$. The factor 4 therefore cancels, and the moment correlation is the normalised average of $ss'$ divided by $1-e^{-u}$. Sampling errors and the time-step error are not treated.

```lean
/-- The trace with two physical moments inserted at separate interaction factors equals
the auxiliary-spin correlation sum divided by 4(1 - exp(-u)). -/
theorem moment_correlation_estimator {M N : Matrix n n ℂ} (hM : M ^ 3 = M)
    (hN : N ^ 3 = N) (A B : Matrix n n ℂ) {u l : ℝ} (hl : 0 < l)
    (h : Real.cosh l = Real.exp (u / 2)) :
    trace (A * (M * NormedSpace.exp ((u / 2) • (M * M))) * B *
        (N * NormedSpace.exp ((u / 2) • (N * N)))) =
      (4 * (1 - Real.exp (-u)))⁻¹ • ∑ s ∈ spins, ∑ s' ∈ spins,
        (s * s') • trace (A * slice l M s * B * slice l N s') := by
  obtain ⟨-, hpos, hsq⟩ := auxiliary_spin_moment hM hl h
  have hne : 4 * (1 - Real.exp (-u)) ≠ 0 := by
    rw [← hsq]; positivity
  -- each spin-weighted sum is a moment times an interaction factor
  have hd : ∀ K : Matrix n n ℂ, K ^ 3 = K → slice l K 1 - slice l K (-1) =
      (2 * Real.tanh l) • (K * NormedSpace.exp ((u / 2) • (K * K))) := by
    intro K hK
    have h1 := (auxiliary_spin_moment hK hl h).1
    rw [hubbard_stratonovich hK h] at h1
    simp only [sum_spins, mul_smul_comm] at h1
    calc slice l K 1 - slice l K (-1)
        = (1 : ℝ) • slice l K 1 + (-1 : ℝ) • slice l K (-1) := by module
      _ = _ := h1.trans (by module)
  have key : ∑ s ∈ spins, ∑ s' ∈ spins,
      (s * s') • trace (A * slice l M s * B * slice l N s') =
      trace (A * (slice l M 1 - slice l M (-1)) * B *
        (slice l N 1 - slice l N (-1))) := by
    simp only [sum_spins, mul_sub, sub_mul, Matrix.trace_sub]
    module
  have hscale : ∀ X Y : Matrix n n ℂ,
      trace (A * ((2 * Real.tanh l) • X) * B * ((2 * Real.tanh l) • Y)) =
      (4 * Real.tanh l ^ 2) • trace (A * X * B * Y) := by
    intro X Y
    simp only [mul_smul_comm, smul_mul_assoc, Matrix.trace_smul]
    module
  rw [key, hd M hM, hd N hN, hscale, hsq, smul_smul, inv_mul_cancel₀ hne, one_smul]
```

A suitable coupling exists for every $u>0$. With $x=e^{u/2}$ and $r=\sqrt{e^u-1}$, one has $(x+r)(x-r)=1$, so $l=\log(x+r)$ gives $\cosh l=\tfrac12[(x+r)+(x-r)]=x$. Positivity follows from $x>1$. The proof records the inverse as `hinv`.

```lean
/-- For every u > 0 the explicit coupling is positive and satisfies
cosh(l) = exp(u/2). -/
theorem coupling_witness {u : ℝ} (hu : 0 < u) :
    0 < coupling u ∧ Real.cosh (coupling u) = Real.exp (u / 2) := by
  have hx1 : 1 < Real.exp (u / 2) := Real.one_lt_exp_iff.2 (by linarith)
  have hu1 : 1 < Real.exp u := Real.one_lt_exp_iff.2 hu
  have hx : Real.exp (u / 2) ^ 2 = Real.exp u := by
    rw [pow_two, ← Real.exp_add, add_halves]
  have hr : √(Real.exp u - 1) ^ 2 = Real.exp u - 1 := Real.sq_sqrt (by linarith)
  have hr0 : 0 ≤ √(Real.exp u - 1) := Real.sqrt_nonneg _
  have hinv : (Real.exp (u / 2) + √(Real.exp u - 1))⁻¹ =
      Real.exp (u / 2) - √(Real.exp u - 1) := by
    apply inv_eq_of_mul_eq_one_right
    linear_combination hx - hr
  unfold coupling
  refine ⟨Real.log_pos (by linarith), ?_⟩
  rw [Real.cosh_eq, Real.exp_neg, Real.exp_log (by linarith), hinv]
  ring

end

end AuxiliarySpinMoment
```

```lean
#print axioms AuxiliarySpinMoment.moment_of_occupations
-- 'AuxiliarySpinMoment.moment_of_occupations' depends on axioms: [propext, Classical.choice, Quot.sound]
#print axioms AuxiliarySpinMoment.auxiliary_spin_moment
-- 'AuxiliarySpinMoment.auxiliary_spin_moment' depends on axioms: [propext, Classical.choice, Quot.sound]
#print axioms AuxiliarySpinMoment.moment_correlation_estimator
-- 'AuxiliarySpinMoment.moment_correlation_estimator' depends on axioms: [propext, Classical.choice, Quot.sound]
```
